# Charge response from an adjoint solution for a symmetric hardness matrix

When an atom moves, the partial charges in a charge-equilibration model rearrange, and a dispersion energy that depends on them changes too. Its force seems to need the derivative q′ of every charge. For a symmetric hardness matrix, a single vector z can replace q′, and the equations for z contain no derivatives with respect to the atom's motion.

```lean
import Mathlib

open Matrix
open scoped Topology

namespace ChargeEquilibrationResponse

variable {n : Type*} [Fintype n]
```

The finite type `n` labels the atoms. A vector is a function `n → ℝ`, `*ᵥ` is matrix times vector, and `⬝ᵥ` is the dot product, written ⟨·,·⟩ or with a dot below.

```lean
/-- The charges `q` and the multiplier `lam` solve the charge-equilibration equations
`A q + lam 1 = χ` with total charge `Q`. -/
structure IsEquilibrated (A : Matrix n n ℝ) (χ : n → ℝ) (Q : ℝ) (q : n → ℝ) (lam : ℝ) :
    Prop where
  potential : ∀ i, (A *ᵥ q) i + lam = χ i
  charge : ∑ i, q i = Q
```

`IsEquilibrated` bundles two statements:

A q + λ1 = χ,  Σᵢ qᵢ = Q.

Here A is the hardness matrix, with the hardness of each atom on the diagonal and the couplings between atoms off it. For symmetric A these are the stationarity conditions of ½ q·Aq − χ·q at fixed total charge Q, with multiplier λ. If q counts excess electrons, χ is the electronegativity; for ordinary charges it is minus the electronegativity.

```lean
/-- The bordered linear map of charge equilibration, which sends `(z, μ)` to
`(A z + μ 1, ∑ z)`. -/
def borderedMap (A : Matrix n n ℝ) : ((n → ℝ) × ℝ) →ₗ[ℝ] ((n → ℝ) × ℝ) where
  toFun p := (A *ᵥ p.1 + fun _ => p.2, ∑ i, p.1 i)
  map_add' x y := by
    refine Prod.ext (funext fun i => ?_) ?_
    · simp [Matrix.mulVec_add]
      ring
    · simp [Finset.sum_add_distrib]
  map_smul' c x := by
    refine Prod.ext (funext fun i => ?_) ?_
    · simp [Matrix.mulVec_smul]
    · simp [Finset.mul_sum]
```

This is the left-hand side of both equations as one linear map, (z, μ) ↦ (A z + μ1, Σz). The two proofs inside check linearity.

```lean
/-- If `A` is positive on nonzero neutral charge displacements and there is at least one atom, the
equations `A z + μ 1 = g`, `∑ z = 0` have exactly one solution `(z, μ)`. For symmetric `A` these are
the adjoint equations. -/
theorem adjoint_existsUnique [Nonempty n] (A : Matrix n n ℝ)
    (hpos : ∀ x : n → ℝ, ∑ i, x i = 0 → x ≠ 0 → 0 < x ⬝ᵥ A *ᵥ x) (g : n → ℝ) :
    ∃! p : (n → ℝ) × ℝ, IsEquilibrated A g 0 p.1 p.2 := by
  have inj : Function.Injective (borderedMap A) := by
    refine (injective_iff_map_eq_zero (borderedMap A)).2 fun p hp => ?_
    have h1 : ∀ i, (A *ᵥ p.1) i + p.2 = 0 := fun i => congrFun (congrArg Prod.fst hp) i
    have h2 : ∑ i, p.1 i = 0 := congrArg Prod.snd hp
    -- a neutral solution without source has zero energy, hence vanishes
    have hz : p.1 = 0 := by
      by_contra hne
      have hlt := hpos p.1 h2 hne
      have e : A *ᵥ p.1 = fun _ => -p.2 := funext fun i => by linarith [h1 i]
      have e2 : p.1 ⬝ᵥ (fun _ => -p.2) = (∑ i, p.1 i) * (-p.2) := by
        simp only [dotProduct, Finset.sum_mul]
      rw [e, e2, h2, zero_mul] at hlt
      exact lt_irrefl _ hlt
    have hm : p.2 = 0 := by
      obtain ⟨i⟩ := ‹Nonempty n›
      have h := h1 i
      rw [hz, Matrix.mulVec_zero] at h
      simpa using h
    exact Prod.ext hz hm
  -- in finite dimension an injective endomorphism is onto
  obtain ⟨p, hp⟩ := LinearMap.injective_iff_surjective.1 inj (g, 0)
  refine ⟨p, ⟨fun i => congrFun (congrArg Prod.fst hp) i, congrArg Prod.snd hp⟩,
    fun r (hr : IsEquilibrated A g 0 r.1 r.2) => inj ?_⟩
  rw [hp]
  exact Prod.ext (funext hr.potential) hr.charge
```

The symbol `∃!` means "exactly one". The hypothesis `hpos` says that every nonzero transfer of charge between atoms costs energy at second order. Every positive definite A satisfies it.

Suppose A z + μ1 = 0 and Σz = 0. Then

z·Az = −μ Σz = 0,

so z = 0 by `hpos` (step `hz`), and any row then gives μ = 0 (step `hm`). This last step needs an atom, hence `Nonempty n`. The map is therefore injective. Since it takes a finite-dimensional space to itself, it is also surjective, so a solution exists for every g, and injectivity makes it unique.

```lean
/-- Reciprocity: for symmetric `A`, if `z` and `w` are the neutral charge responses to the
sources `g` and `h`, then `⟨g, w⟩ = ⟨z, h⟩`. -/
theorem response_reciprocity {A : Matrix n n ℝ} (hS : A.IsSymm) {g h z w : n → ℝ} {μ ν : ℝ}
    (hz : IsEquilibrated A g 0 z μ) (hw : IsEquilibrated A h 0 w ν) :
    g ⬝ᵥ w = z ⬝ᵥ h := by
  have eg : g = A *ᵥ z + fun _ => μ := funext fun i => (hz.potential i).symm
  have eh : h = A *ᵥ w + fun _ => ν := funext fun i => (hw.potential i).symm
  -- a uniform potential does no work on a neutral displacement
  have uniform : ∀ (c : ℝ) (v : n → ℝ), ∑ i, v i = 0 → (fun _ => c) ⬝ᵥ v = 0 := by
    intro c v hv
    simp only [dotProduct]
    rw [← Finset.mul_sum, hv, mul_zero]
  have sym : (A *ᵥ z) ⬝ᵥ w = z ⬝ᵥ (A *ᵥ w) := by
    rw [Matrix.dotProduct_mulVec, ← Matrix.mulVec_transpose, hS.eq]
  rw [eg, eh, add_dotProduct, dotProduct_add, uniform μ w hw.charge,
    dotProduct_comm z (fun _ => ν), uniform ν z hz.charge, sym]
```

Let z, μ solve the neutral equations with source g, and w, ν those with source h. Then

g·w = (Az)·w + μ Σw = (Az)·w
z·h = z·(Aw) + ν Σz = z·(Aw).

Symmetry of A makes the right-hand sides equal. In the proof, `uniform` removes the multiplier terms and `sym` moves A across the dot product.

```lean
variable {A : ℝ → Matrix n n ℝ} {χ q : ℝ → n → ℝ} {lam : ℝ → ℝ} {Q t : ℝ}
  {A' : Matrix n n ℝ} {χ' q' : n → ℝ} {lam' : ℝ}

/-- If `A`, `χ`, `q`, `lam` are differentiable at `t` and the charges are equilibrated at fixed
total charge near `t`, then `q'` and `lam'` solve the neutral equations with source
`χ' - A' q`. -/
theorem response_equation
    (hA : ∀ i j, HasDerivAt (fun s => A s i j) (A' i j) t)
    (hχ : ∀ i, HasDerivAt (fun s => χ s i) (χ' i) t)
    (hq : ∀ i, HasDerivAt (fun s => q s i) (q' i) t) (hlam : HasDerivAt lam lam' t)
    (heq : ∀ᶠ s in 𝓝 t, IsEquilibrated (A s) (χ s) Q (q s) (lam s)) :
    IsEquilibrated (A t) (χ' - A' *ᵥ q t) 0 q' lam' := by
  refine ⟨fun i => ?_, ?_⟩
  · -- differentiate row `i` of the linear equations in two ways
    have h1 : HasDerivAt (fun s => ∑ j, A s i j * q s j + lam s)
        (∑ j, (A' i j * q t j + A t i j * q' j) + lam') t :=
      (HasDerivAt.fun_sum fun j _ => (hA i j).fun_mul (hq j)).fun_add hlam
    have h2 : HasDerivAt (fun s => ∑ j, A s i j * q s j + lam s) (χ' i) t :=
      (hχ i).congr_of_eventuallyEq (heq.mono fun s hs => hs.potential i)
    have h3 := h1.unique h2
    rw [Finset.sum_add_distrib] at h3
    simp only [Pi.sub_apply, Matrix.mulVec, dotProduct]
    linarith
  · have h1 : HasDerivAt (fun s => ∑ i, q s i) (∑ i, q' i) t :=
      HasDerivAt.fun_sum fun i _ => hq i
    have h2 : HasDerivAt (fun s => ∑ i, q s i) 0 t :=
      (hasDerivAt_const t Q).congr_of_eventuallyEq (heq.mono fun s hs => hs.charge)
    exact h1.unique h2
```

Now A, χ, q and λ depend on a real coordinate s, while the total charge Q stays fixed. In Lean, `A'` is only a name; `HasDerivAt` makes it the derivative at t, entry by entry. `∀ᶠ s in 𝓝 t` means "for all s close enough to t". Differentiability of q and λ is assumed, not derived.

Differentiating row i at t gives

Σⱼ (A′ᵢⱼ qⱼ + Aᵢⱼ q′ⱼ) + λ′ = χ′ᵢ,

that is, A q′ + λ′1 = χ′ − A′q. Since Q is constant, Σq′ = 0. Lean computes the derivative of each left-hand side twice, as `h1` from the sum and product rules and as `h2` from the constraint, and equates them with `unique`.

```lean
/-- Adjoint charge response: let the charges be equilibrated at fixed total charge near `t`, all
data be differentiable at `t`, and `A t` be symmetric and positive on nonzero neutral
displacements of at least one atom. Then the adjoint equations for `g` have exactly one solution
`(z, μ)`, and `⟨g, q'⟩ = ⟨z, χ' - A' q⟩`. -/
theorem adjoint_charge_response [Nonempty n] (hS : (A t).IsSymm)
    (hpos : ∀ x : n → ℝ, ∑ i, x i = 0 → x ≠ 0 → 0 < x ⬝ᵥ A t *ᵥ x)
    (hA : ∀ i j, HasDerivAt (fun s => A s i j) (A' i j) t)
    (hχ : ∀ i, HasDerivAt (fun s => χ s i) (χ' i) t)
    (hq : ∀ i, HasDerivAt (fun s => q s i) (q' i) t) (hlam : HasDerivAt lam lam' t)
    (heq : ∀ᶠ s in 𝓝 t, IsEquilibrated (A s) (χ s) Q (q s) (lam s)) (g : n → ℝ) :
    (∃! p : (n → ℝ) × ℝ, IsEquilibrated (A t) g 0 p.1 p.2) ∧
      ∀ z μ, IsEquilibrated (A t) g 0 z μ → g ⬝ᵥ q' = z ⬝ᵥ (χ' - A' *ᵥ q t) :=
  ⟨adjoint_existsUnique (A t) hpos g, fun _ _ hz =>
    response_reciprocity hS hz (response_equation hA hχ hq hlam heq)⟩
```

The first part is the existence and uniqueness of (z, μ) at t. For the second, put w = q′, ν = λ′ and h = χ′ − A′q into reciprocity:

⟨g, q′⟩ = ⟨z, χ′ − A′q⟩.

Symmetry and positivity are required only at t.

```lean
/-- Total derivative at `t` of a charge-dependent energy `E (s, q s)` along charges equilibrated at
fixed total charge near `t`, with `A t` symmetric, `A`, `χ`, `q`, `lam` differentiable at `t` and
`E` differentiable at `(t, q t)`: the explicit derivative plus `⟨z, χ' - A' q⟩`, where `z` solves
the adjoint equations whose source is the gradient of `E` in the charges. -/
theorem energy_gradient [DecidableEq n] (hS : (A t).IsSymm)
    (hA : ∀ i j, HasDerivAt (fun s => A s i j) (A' i j) t)
    (hχ : ∀ i, HasDerivAt (fun s => χ s i) (χ' i) t)
    (hq : ∀ i, HasDerivAt (fun s => q s i) (q' i) t) (hlam : HasDerivAt lam lam' t)
    (heq : ∀ᶠ s in 𝓝 t, IsEquilibrated (A s) (χ s) Q (q s) (lam s))
    {E : ℝ × (n → ℝ) → ℝ} {E' : ℝ × (n → ℝ) →L[ℝ] ℝ} (hE : HasFDerivAt E E' (t, q t))
    {z : n → ℝ} {μ : ℝ}
    (hz : IsEquilibrated (A t) (fun i => E' (0, Pi.single i 1)) 0 z μ) :
    HasDerivAt (fun s => E (s, q s)) (E' (1, 0) + z ⬝ᵥ (χ' - A' *ᵥ q t)) t := by
  have path : HasDerivAt (fun s => (s, q s)) ((1 : ℝ), q') t :=
    (hasDerivAt_id' t).prodMk (hasDerivAt_pi.2 hq)
  have chain := HasFDerivAt.comp_hasDerivAt (f := fun s => (s, q s)) t hE path
  refine chain.congr_deriv ?_
  -- split the velocity into the explicit part and the single-atom charge changes
  have split : ((1 : ℝ), q') = (1, 0) + ∑ i, q' i • ((0 : ℝ), Pi.single i (1 : ℝ)) := by
    refine Prod.ext ?_ (funext fun j => ?_)
    · simp [Prod.fst_sum]
    · simp [Prod.snd_sum, Finset.sum_apply, Pi.single_apply]
  rw [← response_reciprocity hS hz (response_equation hA hχ hq hlam heq), split, map_add,
    map_sum]
  congr 1
  refine Finset.sum_congr rfl fun i _ => ?_
  rw [map_smul, smul_eq_mul, mul_comm]
```

`E'` is the joint derivative of E in s and the charges: `E' (1, 0)` is ∂E/∂s, and `E' (0, Pi.single i 1)` is gᵢ = ∂E/∂qᵢ. The chain rule and the previous identity give

dE/ds = ∂E/∂s + g·q′ = ∂E/∂s + z·(χ′ − A′q).

The proof splits the velocity (1, q′) into these contributions. Positivity is absent because z is supplied. For a charge-dependent dispersion correction with this linear charge model, the result gives the derivative along one coordinate without computing q′.

```lean
/-- Two atoms with hardnesses `a`, `b` and coupling `c`, where `a + b - 2 c ≠ 0`: the charges `d`
and `-d` with `d = (g₁ - g₂) / (a + b - 2 c)`, together with the multiplier `g₁ - (a - c) d`, solve
the adjoint equations with source `(g₁, g₂)`. -/
theorem diatomic_adjoint (a b c g₁ g₂ : ℝ) (h : a + b - 2 * c ≠ 0) :
    IsEquilibrated !![a, c; c, b] ![g₁, g₂] 0
      ![(g₁ - g₂) / (a + b - 2 * c), -((g₁ - g₂) / (a + b - 2 * c))]
      (g₁ - (a - c) * ((g₁ - g₂) / (a + b - 2 * c))) := by
  have hd : (g₁ - g₂) / (a + b - 2 * c) * (a + b - 2 * c) = g₁ - g₂ := div_mul_cancel₀ _ h
  generalize (g₁ - g₂) / (a + b - 2 * c) = d at hd ⊢
  refine ⟨fun i => ?_, by simp [Fin.sum_univ_two]⟩
  fin_cases i
  · simp [Matrix.mulVec, dotProduct, Fin.sum_univ_two]
    ring
  · simp [Matrix.mulVec, dotProduct, Fin.sum_univ_two]
    linear_combination -hd
```

For two atoms, neutrality forces z = (d, −d). The rows read

(a − c)d + μ = g₁,  (c − b)d + μ = g₂.

Subtracting them gives (a + b − 2c)d = g₁ − g₂, and the first row then gives μ.

```lean
/-- A two-site path with diagonal matrix entries `2 + s`, `2 - s`, no coupling, and source
`χ = (4 s, 0)`: the matrix is symmetric and positive on nonzero neutral displacements, and the
charges `s`, `-s` with multiplier `2 s - s²` are equilibrated at total charge zero. -/
theorem adjoint_charge_response_witness (s : ℝ) :
    (!![2 + s, 0; 0, 2 - s] : Matrix (Fin 2) (Fin 2) ℝ).IsSymm ∧
    (∀ x : Fin 2 → ℝ, ∑ i, x i = 0 → x ≠ 0 → 0 < x ⬝ᵥ !![2 + s, 0; 0, 2 - s] *ᵥ x) ∧
    IsEquilibrated !![2 + s, 0; 0, 2 - s] ![4 * s, 0] 0 ![s, -s] (2 * s - s ^ 2) := by
  refine ⟨Matrix.IsSymm.ext fun i j => by fin_cases i <;> fin_cases j <;> rfl,
    fun x hx hne => ?_, fun i => ?_, by simp [Fin.sum_univ_two]⟩
  · rw [Fin.sum_univ_two] at hx
    have h1 : x 1 = -x 0 := by linarith
    have h0 : x 0 ≠ 0 := by
      intro h0
      apply hne
      funext i
      fin_cases i
      · show x 0 = 0
        exact h0
      · show x 1 = 0
        linarith
    have e : x ⬝ᵥ !![2 + s, 0; 0, 2 - s] *ᵥ x = 4 * x 0 ^ 2 := by
      simp [Matrix.mulVec, dotProduct, Fin.sum_univ_two, h1]
      ring
    rw [e]
    positivity
  · fin_cases i <;> simp [Matrix.mulVec, dotProduct, Fin.sum_univ_two] <;> ring

end ChargeEquilibrationResponse
```

This example satisfies the assumptions for every s. A neutral displacement x = (u, −u) gives

x·Ax = (2 + s)u² + (2 − s)u² = 4u²,

which is positive for u ≠ 0. Both hardnesses are positive only for |s| < 2, so other values of s do not describe physical atoms. They still show that `hpos` is weaker than positive definiteness: at s = 3 it holds although A is not positive definite. The charge equations hold because

(2 + s)s + 2s − s² = 4s,  −(2 − s)s + 2s − s² = 0.

Here q′ = (1, −1), d = (g₁ − g₂)/4 and χ′ − A′q = (4 − s, −s), so both sides of the response identity equal g₁ − g₂.

```lean
#print axioms ChargeEquilibrationResponse.adjoint_charge_response
#print axioms ChargeEquilibrationResponse.energy_gradient
#print axioms ChargeEquilibrationResponse.diatomic_adjoint
```

```
'ChargeEquilibrationResponse.adjoint_charge_response' depends on axioms: [propext, Classical.choice, Quot.sound]
'ChargeEquilibrationResponse.energy_gradient' depends on axioms: [propext, Classical.choice, Quot.sound]
'ChargeEquilibrationResponse.diatomic_adjoint' depends on axioms: [propext, Classical.choice, Quot.sound]
```
